# For two sites with zero on-site energies and hopping 2, Re tr(HXₖ) = −4 after every step of X ↦ X(3I − X²)/2 from X₀ = H

The model is a non-interacting two-site system whose Hamiltonian H is the 2 × 2 matrix with zero on-site energies and both off-diagonal entries equal to 2, used without rescaling. Starting from X₀ = H, the purification step X ↦ X(3I − X²)/2 gives a sequence Xₖ, and the energy estimate is the real part of tr(HXₖ). The theorem says that this estimate equals −4 at every step after the initial one. The proof shows by induction that each such Xₖ is the matrix with zero diagonal and off-diagonal entries −1, checking the four entries in both the base case and the inductive step, and then computes the trace.

The failing Lean file:

```lean
import Mathlib

open Matrix Filter Topology

namespace UnscaledTwoSite

noncomputable section

variable {n : Type*} [Fintype n] [DecidableEq n]

/-- One purification step, `X ↦ X (3 I - X²) / 2`. -/
def purifyStep (X : Matrix n n ℂ) : Matrix n n ℂ :=
  (1 / 2 : ℂ) • (X * ((3 : ℂ) • (1 : Matrix n n ℂ) - X ^ 2))

/-- The purification sequence started from the Hamiltonian itself. -/
def purify (H : Matrix n n ℂ) : ℕ → Matrix n n ℂ
  | 0 => H
  | k + 1 => purifyStep (purify H k)

/-- The real part of `trace (H X_k)`, where `X_k` is `purify H k`. -/
def energyEstimate (H : Matrix n n ℂ) (k : ℕ) : ℝ :=
  (trace (H * purify H k)).re

/-- For two sites coupled by a hopping of `2`, every energy estimate after the initial one
equals `-4`. -/
theorem unscaled_two_site (k : ℕ) :
    energyEstimate (!![0, 2; 2, 0] : Matrix (Fin 2) (Fin 2) ℂ) (k + 1) = -4 := by
  have hX : purify (!![0, 2; 2, 0] : Matrix (Fin 2) (Fin 2) ℂ) (k + 1)
      = !![0, -1; -1, 0] := by
    induction k with
    | zero =>
      simp only [purify, purifyStep, pow_two]
      ext i j
      fin_cases i <;> fin_cases j <;>
        norm_num [Matrix.mul_apply, Fin.sum_univ_succ, Matrix.one_apply]
    | succ k ih =>
      rw [purify, ih]
      simp only [purifyStep, pow_two]
      ext i j
      fin_cases i <;> fin_cases j <;>
        norm_num [Matrix.mul_apply, Fin.sum_univ_succ, Matrix.one_apply]
  have ht : trace ((!![0, 2; 2, 0] : Matrix (Fin 2) (Fin 2) ℂ) * !![0, -1; -1, 0])
      = ((-4 : ℝ) : ℂ) := by
    norm_num [Matrix.trace_fin_two, Matrix.mul_apply, Fin.sum_univ_succ]
  rw [energyEstimate, hX, ht, Complex.ofReal_re]

end

end UnscaledTwoSite
```

Messages:

```
Main.lean:31:11: error: unsolved goals
case zero.«0».«0»
⊢ (![0, 2] ᵥ* (3 • 1 - !![4, 0; 0, 4])) 0 = 0

case zero.«0».«1»
⊢ 1 / 2 * (![0, 2] ᵥ* (3 • 1 - !![4, 0; 0, 4])) 1 = -1

case zero.«1».«0»
⊢ 1 / 2 * (![2, 0] ᵥ* (3 • 1 - !![4, 0; 0, 4])) 0 = -1

case zero.«1».«1»
⊢ (![2, 0] ᵥ* (3 • 1 - !![4, 0; 0, 4])) 1 = 0
Main.lean:36:16: error: unsolved goals
case succ.«0».«0»
k : ℕ
ih : purify !![0, 2; 2, 0] (k + 1) = !![0, -1; -1, 0]
⊢ (![0, -1] ᵥ* (3 • 1 - !![1, 0; 0, 1])) 0 = 0

case succ.«0».«1»
k : ℕ
ih : purify !![0, 2; 2, 0] (k + 1) = !![0, -1; -1, 0]
⊢ 1 / 2 * (![0, -1] ᵥ* (3 • 1 - !![1, 0; 0, 1])) 1 = -1

case succ.«1».«0»
k : ℕ
ih : purify !![0, 2; 2, 0] (k + 1) = !![0, -1; -1, 0]
⊢ 1 / 2 * (![-1, 0] ᵥ* (3 • 1 - !![1, 0; 0, 1])) 0 = -1

case succ.«1».«1»
k : ℕ
ih : purify !![0, 2; 2, 0] (k + 1) = !![0, -1; -1, 0]
⊢ (![-1, 0] ᵥ* (3 • 1 - !![1, 0; 0, 1])) 1 = 0
```

As a diff, the version that Lean accepts:

```diff
@@ -33,5 +33,6 @@
       ext i j
       fin_cases i <;> fin_cases j <;>
-        norm_num [Matrix.mul_apply, Fin.sum_univ_succ, Matrix.one_apply]
+        norm_num [Matrix.mul_apply, Matrix.vecMul, dotProduct, Fin.sum_univ_succ,
+          Matrix.one_apply]
     | succ k ih =>
       rw [purify, ih]
@@ -39,5 +40,6 @@
       ext i j
       fin_cases i <;> fin_cases j <;>
-        norm_num [Matrix.mul_apply, Fin.sum_univ_succ, Matrix.one_apply]
+        norm_num [Matrix.mul_apply, Matrix.vecMul, dotProduct, Fin.sum_univ_succ,
+          Matrix.one_apply]
   have ht : trace ((!![0, 2; 2, 0] : Matrix (Fin 2) (Fin 2) ℂ) * !![0, -1; -1, 0])
       = ((-4 : ℝ) : ℂ) := by
```

Diagnosis. Both errors are "unsolved goals": `norm_num` simplified the entry checks but could not finish them, first in the base case and then in the inductive step. The inner square was evaluated, giving `!![4, 0; 0, 4]` and `!![1, 0; 0, 1]`. The outer product, however, has an explicit matrix on the left and the difference `3 • 1 - …` on the right. Simplification turned it into a row vector times a matrix, written `ᵥ*`, and in that form `Matrix.mul_apply`, which is about entries of a matrix product, no longer applies. Nothing else in the call opened `ᵥ*` against a right-hand factor that is not written out as an explicit matrix.

The repair adds the same two names to both calls. `Matrix.vecMul` unfolds `ᵥ*` into dot products, and `dotProduct` unfolds those into sums. `Fin.sum_univ_succ` can then expand the sums and `Matrix.one_apply` can evaluate the identity's entries, leaving arithmetic that `norm_num` completes.
